# Under the density (3/2)x² on [−1,1], x⁻² has mean 3 and infinite variance

## A squared wavefunction with a node at the origin

The wavefunction is ψ(x) = √(3/2)·x on the interval [−1,1]. It is real, and it changes sign at its node x = 0. Its square,

ρ(x) = (3/2)x²,

is the probability density of a random position X. An estimator is a real function of the position, and its mean is its integral weighted by ρ. The estimators considered here are |x|⁻ˢ with a real exponent s. The case s = 2 is x⁻².

```lean
import Mathlib

open MeasureTheory Set

namespace HeavyTailNearNode

noncomputable section
```

The first line loads Mathlib, the mathematical library that supplies integration theory. The `open` line allows shorter names for measures and sets. In what follows, `def` introduces an object, while `theorem` and `lemma` introduce statements; the text after `:= by` is the proof.

```lean
/-- The squared wavefunction `(3/2) x²`, which has a node at the origin. -/
def nodeDensity (x : ℝ) : ℝ := 3 / 2 * x ^ 2
```

This is ρ, defined as a function on the whole real line. The restriction to [−1,1] comes with the measure.

```lean
/-- The sampling distribution on `[-1, 1]` whose density is the squared wavefunction. -/
def nodeMeasure : Measure ℝ :=
  (volume.restrict (Icc (-1) 1)).withDensity (fun x => ENNReal.ofReal (nodeDensity x))
```

`volume` is ordinary length (Lebesgue measure), `Icc (-1) 1` is the closed interval [−1,1], and `withDensity` multiplies the restricted length by the weight ρ. Lean requires weights with values in [0,∞], so `ENNReal.ofReal` converts the real number ρ(x); since ρ is never negative, nothing changes. In ordinary notation `nodeMeasure` is ρ(x) dx on [−1,1].

No Hamiltonian appears, and ψ is not claimed to be an eigenstate. The model keeps one feature of a wavefunction, a linear zero in one dimension, and it describes the distribution of a single sample, not a sampling algorithm.

## Powers of |x| across the node

```lean
/-- A power `|x|^p` is integrable over `[-1, 1]` exactly when `p > -1`. -/
theorem abs_rpow_integrable_iff (p : ℝ) :
    IntegrableOn (fun x : ℝ => |x| ^ p) (Icc (-1) 1) ↔ -1 < p := by
  constructor
  · intro h
    -- restrict to the right of the node, where the absolute value disappears
    have hsub : Ioo (0 : ℝ) 1 ⊆ Icc (-1) 1 :=
      fun x hx => ⟨by linarith [hx.1], hx.2.le⟩
    have h1 := h.mono_set hsub
    have h2 : IntegrableOn (fun x : ℝ => x ^ p) (Ioo 0 1) :=
      h1.congr_fun (fun x hx => by simp only [abs_of_pos hx.1]) measurableSet_Ioo
    exact (intervalIntegral.integrableOn_Ioo_rpow_iff one_pos).mp h2
  · intro hp
    have hpos : IntervalIntegrable (fun x : ℝ => |x| ^ p) volume 0 1 := by
      have h : IntervalIntegrable (fun x : ℝ => x ^ p) volume 0 1 :=
        intervalIntegral.intervalIntegrable_rpow' hp
      rw [intervalIntegrable_iff_integrableOn_Ioc_of_le zero_le_one] at h ⊢
      exact h.congr_fun (fun x hx => by simp only [abs_of_pos hx.1]) measurableSet_Ioc
    -- the left half follows by reflection
    have hneg : IntervalIntegrable (fun x : ℝ => |x| ^ p) volume (-1) 0 := by
      have h := (IntervalIntegrable.iff_comp_neg (f := fun x : ℝ => |x| ^ p)
        (a := 0) (b := 1) enorm_ne_top).mp hpos
      simp only [abs_neg, neg_zero] at h
      exact h.symm
    have h := hneg.trans hpos
    rw [intervalIntegrable_iff_integrableOn_Ioc_of_le (by norm_num)] at h
    exact h.congr_set_ae Ioc_ae_eq_Icc.symm
```

The statement says that |x|ᵖ has a finite integral over [−1,1] if and only if p > −1. `IntegrableOn` means that the function is measurable and the integral of its absolute value is finite.

By hand, cut out a small interval of half-width ε around the node, with 0 < ε < 1. The two sides are mirror images, so for p ≠ −1

∫_{ε≤|x|≤1} |x|ᵖ dx = 2∫_ε^1 xᵖ dx = 2(1 − ε^(p+1))/(p+1).

As ε → 0 this stays finite when p + 1 > 0 and grows without bound when p + 1 < 0. For p = −1 the integral is 2 ln(1/ε), which also diverges.

The Lean proof treats the two directions separately, after `constructor`. If |x|ᵖ is integrable on the whole interval, it is integrable on (0,1), where |x| = x, and Mathlib's one-sided criterion gives p > −1. Conversely, p > −1 gives integrability on the right half (`hpos`), the reflection x → −x carries it to the left half (`hneg`), and `trans` joins the halves. The last line adds the endpoint −1, a single point of zero length.

```lean
/-- For `p > -1` the integral of `|x|^p` over `[-1, 1]` equals `2 / (p + 1)`. -/
theorem integral_abs_rpow {p : ℝ} (hp : -1 < p) :
    ∫ x in Icc (-1 : ℝ) 1, |x| ^ p = 2 / (p + 1) := by
  have hp1 : p + 1 ≠ 0 := by
    intro h
    linarith
  have hI := (abs_rpow_integrable_iff p).mpr hp
  have hl : IntervalIntegrable (fun x : ℝ => |x| ^ p) volume (-1) 0 := by
    rw [intervalIntegrable_iff_integrableOn_Ioc_of_le (by norm_num)]
    exact hI.mono_set (fun x hx => ⟨hx.1.le, by linarith [hx.2]⟩)
  have hr : IntervalIntegrable (fun x : ℝ => |x| ^ p) volume 0 1 := by
    rw [intervalIntegrable_iff_integrableOn_Ioc_of_le zero_le_one]
    exact hI.mono_set (fun x hx => ⟨by linarith [hx.1], hx.2⟩)
  have hR : ∫ x in (0 : ℝ)..1, |x| ^ p = 1 / (p + 1) := by
    have h : ∫ x in (0 : ℝ)..1, |x| ^ p = ∫ x in (0 : ℝ)..1, x ^ p := by
      apply intervalIntegral.integral_congr
      intro x hx
      rw [uIcc_of_le zero_le_one] at hx
      simp only [abs_of_nonneg hx.1]
    rw [h, integral_rpow (Or.inl hp), Real.one_rpow, Real.zero_rpow hp1, sub_zero]
  -- both sides of the node contribute equally
  have hL := intervalIntegral.integral_comp_neg (a := 0) (b := 1) (fun x : ℝ => |x| ^ p)
  simp only [abs_neg, neg_zero] at hL
  rw [integral_Icc_eq_integral_Ioc, ← intervalIntegral.integral_of_le (by norm_num),
    ← intervalIntegral.integral_add_adjacent_intervals hl hr, ← hL, hR]
  ring
```

For p > −1 the value follows from the same symmetry:

∫_{−1}^{1} |x|ᵖ dx = 2∫_0^1 xᵖ dx = 2/(p+1).

In the proof, `hR` computes the right half as 1/(p+1), and `hL` is the reflection that equates the two halves. The facts `hl` and `hr` supply the integrability needed to split the integral at the node.

## The density softens the singularity

```lean
/-- The squared wavefunction is a measurable weight. -/
lemma measurable_weight : Measurable (fun x => ENNReal.ofReal (nodeDensity x)) := by
  unfold nodeDensity
  fun_prop
```

This lemma records that the weight is measurable, a condition of Mathlib's rules for integrals with a density.

```lean
/-- Almost everywhere on `[-1, 1]`, the estimator `|x|^(-s)` times the density is
`(3/2) |x|^(2-s)`. -/
theorem estimator_mul_density (s : ℝ) :
    (fun x : ℝ => |x| ^ (-s) * (ENNReal.ofReal (nodeDensity x)).toReal)
      =ᵐ[volume.restrict (Icc (-1) 1)] fun x => 3 / 2 * |x| ^ (2 - s) := by
  have h0 : ({0}ᶜ : Set ℝ) ∈ ae (volume.restrict (Icc (-1 : ℝ) 1)) :=
    compl_mem_ae_iff.mpr (measure_singleton 0)
  filter_upwards [h0] with x hx
  have hx0 : x ≠ 0 := by simpa using hx
  have hd : 0 ≤ nodeDensity x := by
    unfold nodeDensity
    positivity
  rw [ENNReal.toReal_ofReal hd, nodeDensity, sub_eq_add_neg,
    Real.rpow_add (abs_pos.mpr hx0), Real.rpow_two, sq_abs]
  ring
```

For x ≠ 0 the estimator times the density is

|x|⁻ˢ · (3/2)x² = (3/2)|x|^(2−s).

The node thus removes two powers from the singularity. The symbol `=ᵐ` means equality almost everywhere, that is, except on a set of zero length. The proof discards the point x = 0 and then applies the addition rule for exponents, which is valid because |x| > 0. Whatever value Lean assigns to an inverse power at the node therefore has no effect on any integral.

```lean
/-- The estimator `|x|^(-s)` is integrable under the sampling distribution exactly
when `s < 3`. -/
theorem estimator_integrable_iff (s : ℝ) :
    Integrable (fun x : ℝ => |x| ^ (-s)) nodeMeasure ↔ s < 3 := by
  rw [nodeMeasure, integrable_withDensity_iff measurable_weight
    (ae_of_all _ fun _ => ENNReal.ofReal_lt_top), integrable_congr (estimator_mul_density s),
    integrable_const_mul_iff (isUnit_iff_ne_zero.mpr (by norm_num))]
  exact (abs_rpow_integrable_iff (2 - s)).trans
    ⟨fun h => by linarith, fun h => by linarith⟩
```

The estimator |x|⁻ˢ is integrable under ρ exactly when s < 3. By hand, the integrand is (3/2)|x|^(2−s), and the power criterion with p = 2 − s requires 2 − s > −1, which is s < 3.

The chain of rewrites follows the same route. It turns integrability under `nodeMeasure` into integrability of the product with respect to length, replaces the product by the power just found, and removes the nonzero factor 3/2.

```lean
/-- For `s < 3` the mean of the estimator `|x|^(-s)` is `3 / (3 - s)`. -/
theorem estimator_mean {s : ℝ} (hs : s < 3) :
    ∫ x, |x| ^ (-s) ∂nodeMeasure = 3 / (3 - s) := by
  have hae : (fun x : ℝ => (ENNReal.ofReal (nodeDensity x)).toReal • |x| ^ (-s))
      =ᵐ[volume.restrict (Icc (-1) 1)] fun x => 3 / 2 * |x| ^ (2 - s) := by
    filter_upwards [estimator_mul_density s] with x hx
    rw [smul_eq_mul, mul_comm]
    exact hx
  rw [nodeMeasure, integral_withDensity_eq_integral_toReal_smul measurable_weight
    (ae_of_all _ fun _ => ENNReal.ofReal_lt_top), integral_congr_ae hae,
    integral_const_mul, integral_abs_rpow (by linarith),
    show 2 - s + 1 = 3 - s by ring]
  ring
```

For s < 3 the mean is

E[|X|⁻ˢ] = (3/2) · 2/((2 − s) + 1) = 3/(3 − s).

The hypothesis `hs` is the integrability condition of the preceding theorem. The proof writes the mean as an integral over length, inserts (3/2)|x|^(2−s) and uses the value 2/(p+1). As s approaches 3 from below, this mean grows without bound.

```lean
/-- The squared wavefunction is normalised: the sampling distribution has total mass one. -/
theorem nodeMeasure_isProbability : IsProbabilityMeasure nodeMeasure := by
  have h := estimator_mean (s := 0) (by norm_num)
  simp only [neg_zero, Real.rpow_zero, integral_const, smul_eq_mul, mul_one, sub_zero] at h
  have h1 : (nodeMeasure univ).toReal = 1 := h.trans (by norm_num)
  exact ⟨(ENNReal.toReal_eq_one_iff _).mp h1⟩
```

The exponent s = 0 makes the estimator the constant 1, whose mean is the total probability. The formula gives 3/(3 − 0) = 1, so ρ is normalised:

∫_{−1}^{1} (3/2)x² dx = 1.

Lean obtains normalisation in this way, from the mean formula, and the final line converts the statement about a real number into one about the measure.

## Finite mean with a divergent second moment

```lean
/-- The estimator `|x|^(-s)` is integrable while its square is not exactly when
`3/2 ≤ s < 3`. -/
theorem finite_mean_infinite_second_moment_iff (s : ℝ) :
    (Integrable (fun x : ℝ => |x| ^ (-s)) nodeMeasure ∧
      ¬ Integrable (fun x : ℝ => (|x| ^ (-s)) ^ 2) nodeMeasure) ↔ 3 / 2 ≤ s ∧ s < 3 := by
  -- squaring the estimator doubles the exponent
  have hsq : (fun x : ℝ => (|x| ^ (-s)) ^ 2) = fun x : ℝ => |x| ^ (-(2 * s)) := by
    funext x
    rw [← Real.rpow_two, ← Real.rpow_mul (abs_nonneg x)]
    congr 1
    ring
  rw [hsq, estimator_integrable_iff, estimator_integrable_iff, not_lt]
  constructor
  · rintro ⟨h1, h2⟩
    exact ⟨by linarith, h1⟩
  · rintro ⟨h1, h2⟩
    exact ⟨h2, by linarith⟩
```

The symbols `∧`, `¬` and `↔` stand for "and", "not" and "if and only if". The theorem says that the estimator has a finite mean and a divergent second moment exactly when

3/2 ≤ s < 3.

By hand, squaring the estimator doubles its exponent:

(|x|⁻ˢ)² = |x|^(−2s).

The threshold therefore applies twice. The mean is finite when s < 3, and the second moment is finite when 2s < 3. The first condition holds and the second fails precisely in the stated window. In the proof, `hsq` is the doubling of the exponent, the theorem on integrability is applied once for s and once for 2s, and `linarith` settles the remaining inequalities.

The lower end of the window belongs to it. At s = 3/2 the mean is 3/(3 − 3/2) = 2, while the second moment has the integrand (3/2)|x|⁻¹. With the region |x| < ε removed it equals 3 ln(1/ε), which diverges, though only logarithmically.

## The inverse square

```lean
/-- Under the density `(3/2) x²` on `[-1, 1]` the estimator `x⁻²` is integrable with mean `3`,
but its square is not integrable and its variance is infinite. -/
theorem finite_mean_infinite_variance :
    Integrable (fun x : ℝ => (x ^ 2)⁻¹) nodeMeasure ∧
    ∫ x, (x ^ 2)⁻¹ ∂nodeMeasure = 3 ∧
    ¬ Integrable (fun x : ℝ => ((x ^ 2)⁻¹) ^ 2) nodeMeasure ∧
    ProbabilityTheory.evariance (fun x : ℝ => (x ^ 2)⁻¹) nodeMeasure = ⊤ := by
  have := nodeMeasure_isProbability
  have hpow : ∀ x : ℝ, |x| ^ (-2 : ℝ) = (x ^ 2)⁻¹ := by
    intro x
    rw [Real.rpow_neg (abs_nonneg x), Real.rpow_two, sq_abs]
  -- the exponent 2 lies in the window of finite mean and divergent second moment
  have h := (finite_mean_infinite_second_moment_iff 2).mpr ⟨by norm_num, by norm_num⟩
  have hm := estimator_mean (s := 2) (by norm_num)
  simp only [hpow] at h hm
  refine ⟨h.1, hm.trans (by norm_num), h.2, ?_⟩
  apply ProbabilityTheory.evariance_eq_top h.1.aestronglyMeasurable
  intro hL
  exact h.2 ((memLp_two_iff_integrable_sq h.1.aestronglyMeasurable).mp hL)

end

end HeavyTailNearNode
```

Write Y = X⁻². The theorem makes four statements: Y is integrable, its mean is 3, Y² is not integrable, and the variance of Y is infinite. The first three can be read off from two integrals. The mean is

E[Y] = ∫_{−1}^{1} x⁻² · (3/2)x² dx = ∫_{−1}^{1} (3/2) dx = 3,

since the density cancels the singularity completely. For the second moment, one inverse square survives:

E[Y²] = ∫_{−1}^{1} x⁻⁴ · (3/2)x² dx = ∫_{−1}^{1} (3/2)x⁻² dx = ∞.

The variance needs one more step, because it contains Y − 3 and not Y. From Y = (Y − 3) + 3 and the inequality (a + b)² ≤ 2a² + 2b² it follows that

Y² ≤ 2(Y − 3)² + 18.

If the variance E[(Y − 3)²] were finite, the right-hand side would have a finite mean, and so would Y². That contradicts the divergence above, so the variance is infinite.

In Lean the variance is `evariance`, which takes values in [0,∞], and `⊤` is the value ∞. The helper `hpow` identifies |x|⁻² with `(x ^ 2)⁻¹`, after which the earlier theorems at s = 2 give the first three statements. For the fourth, Mathlib's `evariance_eq_top` says that a measurable function that is not square integrable has infinite variance under a finite measure. The proof assumes square integrability (`hL`) and derives the contradiction with `h.2`.

A cutoff shows the two behaviours in numbers. If only positions with |x| ≥ ε contribute, the integrals become

mean part: 3(1 − ε)
second-moment part: 3(1/ε − 1).

For ε = 0.1 these are 2.7 and 27; for ε = 0.01 they are 2.97 and 297. The first settles towards 3, while the second grows roughly tenfold each time the cutoff shrinks tenfold. The missing part of the second moment sits in a region that is rarely visited: the probability of |X| < ε is ε³, which is one in a million for ε = 0.01.

In variational Monte Carlo, where positions are drawn from a squared trial wavefunction, some estimators grow like the inverse square of the distance to a node, and this one-dimensional model shows that such an estimator can have a well-defined mean and yet no finite variance from which to form the usual error bar σ/√N, where σ² is the variance of the estimator and N the number of independent samples. A sample variance computed from finitely many positions away from the node is always a finite number, so its finiteness alone does not reveal the problem.

```lean
#print axioms HeavyTailNearNode.finite_mean_infinite_variance
```

```
'HeavyTailNearNode.finite_mean_infinite_variance' depends on axioms: [propext, Classical.choice, Quot.sound]
```
